# The correction amplitude that gives r²SCAN-type exchange the gradient coefficient 10/81

For an electron gas whose density varies slowly, the exchange energy can be written as the integral of the uniform-gas exchange energy density times a factor close to one. Once the Laplacian term has been integrated by parts, this factor grows to lowest order with the square of the dimensionless (reduced) density gradient, with coefficient 10/81 for a spin-unpolarised density and the normalisation of p given below. A meta-GGA of the r²SCAN type builds its exchange factor by switching between two limits with an indicator that depends on the kinetic energy density. The indicator itself changes when the density starts to vary. If the switching function has a nonzero slope at the uniform gas, that change leaks into the gradient coefficient, and a correction term has to remove it. The question is how large the correction must be.

## The condition on the amplitude

For a spin-unpolarised density n, define the squared reduced gradient p (called the reduced gradient in the comments of the Lean file) and the reduced Laplacian q:

p = |∇n|² / (4(3π²)^(2/3) n^(8/3))

q = ∇²n / (4(3π²)^(2/3) n^(5/3))

Let τ = ½ Σᵢ |∇φᵢ|² be the kinetic energy density of the occupied spin orbitals φᵢ in atomic units, τ_W = |∇n|²/(8n) its von Weizsäcker part and τ_U = (3/10)(3π²)^(2/3) n^(5/3) its uniform-gas value. The regularized indicator is

α = (τ − τ_W) / (τ_U + η τ_W)

where η is the regularization parameter. The exchange factor is

F = h(x) + f(α)(H − h(x))

x(p) = (c exp(−b p²) + 10/81) p

Here h is the factor for slowly varying densities, H is the constant used for single-orbital densities, and f is the switching function. The number c is the amplitude of the correction and b is its damping exponent, often written 1/d⁴. Assume f(1) = 0, h(0) = h′(0) = 1, and write f₁ = f′(1). When α is taken from the second-order gradient expansion of τ with q = p/3, F has slope 10/81 at p = 0 exactly when

c = K f₁ (H − 1), with K = 20/27 + 5η/3.

## The constant in an implementation

An r²SCAN-type routine can store this amplitude as a number or compute it from the other parameters. If f equals a polynomial Σᵢ wᵢ αⁱ in powers of α for all α near 1, then f₁ = Σᵢ i wᵢ. The amplitude therefore depends on the polynomial coefficients, on H and on η. Someone who changes any of these and keeps the old amplitude will in general lose the coefficient 10/81. The damping exponent b can be changed freely as far as this coefficient is concerned.

The condition also gives a test for an exchange routine that takes τ as input. Choose a density n and a small p, and take |∇n| from the definition of p. This fixes τ_W as in the first line below; the second line is the value of τ to pass in:

τ_W = (5/3) p τ_U

τ = τ_U (1 + 25p/27)

The second line is the gradient expansion at q = p/3. The quotient (F − 1)/p should approach 10/81 as p decreases, until rounding errors, or a small nonzero f(1) left by rounded coefficients, take over. The full r²SCAN exchange factor carries a further damping factor for large gradients. It approaches one faster than any power of p as p → 0, so the limit is the same.

## The slope at the uniform gas

The second-order gradient expansion of the kinetic energy density and the von Weizsäcker term are

τ = τ_U (1 + 5p/27 + 20q/9)

τ_W = (5/3) p τ_U

Since 5/27 − 5/3 = −40/27, inserting them into the indicator and cancelling τ_U gives

α(p, q) = (1 − 40p/27 + 20q/9) / (1 + 5ηp/3)

Now replace p and q by sp and sq and differentiate at s = 0. Physically, this happens when n(r) is replaced by n(√s r), which stretches the density in space and keeps its values. Numerator and denominator are both one at s = 0, so the quotient rule reduces to the difference of their slopes:

dα/ds = 20q/9 − (40/27 + 5η/3) p

For x, the product rule gives two terms. The one containing the derivative of the exponential is multiplied by sp, which vanishes at s = 0. What remains is

dx/ds = (c + 10/81) p

At s = 0 we have x = 0 and α = 1. The chain and product rules give

dF/ds = h′(0) dx/ds + f₁ (dα/ds)(H − h(0)) − f(1) h′(0) dx/ds

With h(0) = h′(0) = 1 and f(1) = 0 this becomes

dF/ds = (c + 10/81) p + f₁(H − 1)[20q/9 − (40/27 + 5η/3) p]

The Laplacian is handled by integration by parts. The uniform-gas exchange energy density is proportional to n^(4/3), and for densities without boundary terms

∫ n^(−1/3) ∇²n d³r = (1/3) ∫ n^(−4/3) |∇n|² d³r

Under the exchange integral, a term linear in q therefore has the same weight as p/3. Setting q = p/3 turns the square bracket into −Kp, because 20/27 − 40/27 = −20/27. Hence

dF/ds = [c + 10/81 − K f₁(H − 1)] p

The coefficient is 10/81 if and only if c = K f₁(H − 1). If f₁ = 0, no correction is needed.

With this amplitude but q left free, the response is

dF/ds = 10p/81 + (20/9) f₁(H − 1)(q − p/3)

If f₁(H − 1) ≠ 0, the factor at a single point in space thus still responds to the Laplacian, not as a direct input but through the gradient expansion of τ. The coefficient 10/81 is recovered in the integrated energy, where the last term drops out.

The same argument works for another target. If 10/81 in x(p) is replaced by a number μ, the slope is μ for the same amplitude c = K f₁(H − 1), since μ cancels from the condition. The Lean file treats only μ = 10/81.

## The Lean file

```lean
import Mathlib

noncomputable section

namespace RegularizedScanExchange

/-- The regularized iso-orbital indicator built from the kinetic energy densities `τ`, `τW`
(von Weizsäcker) and `τU` (uniform gas), for `τU + η τW ≠ 0`. -/
def regIndicator (η τ τW τU : ℝ) : ℝ := (τ - τW) / (τU + η * τW)

/-- The regularized indicator of a slowly varying density with reduced gradient `p` and
reduced Laplacian `q`, for `1 + 5ηp/3 ≠ 0`. -/
def slowIndicator (η p q : ℝ) : ℝ :=
  (1 - 40 / 27 * p + 20 / 9 * q) / (1 + 5 / 3 * η * p)

/-- The gradient variable `x(p)` with a damped correction of amplitude `c` and damping
exponent `b`. -/
def gradientVariable (c b p : ℝ) : ℝ := (c * Real.exp (-b * p ^ 2) + 10 / 81) * p

/-- The exchange factor that interpolates between `h(x)` and the single-orbital value `H`
by means of the switching function `f`. -/
def exchangeFactor (f h : ℝ → ℝ) (H η c b p q : ℝ) : ℝ :=
  h (gradientVariable c b p) +
    f (slowIndicator η p q) * (H - h (gradientVariable c b p))

/-- The constant `K = 20/27 + 5η/3`. -/
def slopeConstant (η : ℝ) : ℝ := 20 / 27 + 5 / 3 * η

/-- Inserting the second-order gradient expansion of the kinetic energy density into the
regularized indicator gives `slowIndicator`. -/
theorem regIndicator_gradient_expansion (η p q τU : ℝ) (hU : τU ≠ 0) :
    regIndicator η (τU * (1 + 5 / 27 * p + 20 / 9 * q)) (5 / 3 * p * τU) τU
      = slowIndicator η p q := by
  unfold regIndicator slowIndicator
  rw [show τU * (1 + 5 / 27 * p + 20 / 9 * q) - 5 / 3 * p * τU
        = τU * (1 - 40 / 27 * p + 20 / 9 * q) by ring,
    show τU + η * (5 / 3 * p * τU) = τU * (1 + 5 / 3 * η * p) by ring,
    mul_div_mul_left _ _ hU]

/-- When the reduced Laplacian is replaced by `p/3`, the indicator becomes
`(1 - 20p/27)/(1 + 5ηp/3)`. -/
theorem slowIndicator_third (η p : ℝ) :
    slowIndicator η p (p / 3) = (1 - 20 / 27 * p) / (1 + 5 / 3 * η * p) := by
  unfold slowIndicator
  rw [show 1 - 40 / 27 * p + 20 / 9 * (p / 3) = 1 - 20 / 27 * p by ring]

/-- The first-order change of the regularized indicator when gradient and Laplacian are
switched on together from the uniform gas. -/
theorem slowIndicator_response (η p q : ℝ) :
    HasDerivAt (fun s : ℝ => slowIndicator η (s * p) (s * q))
      (20 / 9 * q - (40 / 27 + 5 / 3 * η) * p) 0 := by
  have hn : HasDerivAt (fun s : ℝ => 1 - 40 / 27 * (s * p) + 20 / 9 * (s * q))
      (20 / 9 * q - 40 / 27 * p) 0 := by
    have e : (fun s : ℝ => 1 - 40 / 27 * (s * p) + 20 / 9 * (s * q))
        = fun s : ℝ => 1 + s * (20 / 9 * q - 40 / 27 * p) := by
      funext s
      ring
    rw [e]
    exact (((hasDerivAt_id' (0 : ℝ)).mul_const _).const_add 1).congr_deriv (one_mul _)
  have hd : HasDerivAt (fun s : ℝ => 1 + 5 / 3 * η * (s * p)) (5 / 3 * η * p) 0 :=
    ((((hasDerivAt_id' (0 : ℝ)).mul_const p).const_mul (5 / 3 * η)).const_add 1).congr_deriv
      (by ring)
  have hne : 1 + 5 / 3 * η * ((0 : ℝ) * p) ≠ 0 := by simp
  -- quotient rule at the uniform gas, where the denominator is one
  exact (hn.fun_div hd hne).congr_deriv (by
    simp only [zero_mul, mul_zero, add_zero, sub_zero, one_pow, div_one, mul_one, one_mul]
    ring)

/-- The first-order change of the gradient variable is `(c + 10/81) p`. -/
theorem gradientVariable_response (c b p : ℝ) :
    HasDerivAt (fun s : ℝ => gradientVariable c b (s * p)) ((c + 10 / 81) * p) 0 := by
  have hl : HasDerivAt (fun s : ℝ => s * p) p 0 :=
    ((hasDerivAt_id' (0 : ℝ)).mul_const p).congr_deriv (one_mul p)
  have he := ((((hl.fun_pow 2).const_mul (-b)).exp).const_mul c).add_const (10 / 81)
  exact (he.fun_mul hl).congr_deriv (by simp)

/-- The first-order change of the exchange factor in the reduced gradient and Laplacian,
for any amplitude `c` of the correction. -/
theorem exchangeFactor_response {f h : ℝ → ℝ} {f₁ : ℝ} (hf1 : f 1 = 0)
    (hf : HasDerivAt f f₁ 1) (hh0 : h 0 = 1) (hh : HasDerivAt h 1 0) (H η c b p q : ℝ) :
    HasDerivAt (fun s : ℝ => exchangeFactor f h H η c b (s * p) (s * q))
      ((c + 10 / 81) * p + f₁ * (H - 1) * (20 / 9 * q - (40 / 27 + 5 / 3 * η) * p)) 0 := by
  have x0 : gradientVariable c b (0 * p) = 0 := by simp [gradientVariable]
  have a0 : slowIndicator η (0 * p) (0 * q) = 1 := by simp [slowIndicator]
  have hh' : HasDerivAt h 1 (gradientVariable c b (0 * p)) := by rw [x0]; exact hh
  have hf' : HasDerivAt f f₁ (slowIndicator η (0 * p) (0 * q)) := by rw [a0]; exact hf
  -- chain rule for the two ingredients
  have dh : HasDerivAt (fun s : ℝ => h (gradientVariable c b (s * p)))
      (1 * ((c + 10 / 81) * p)) 0 :=
    HasDerivAt.comp (h := fun s : ℝ => gradientVariable c b (s * p)) (0 : ℝ) hh'
      (gradientVariable_response c b p)
  have df : HasDerivAt (fun s : ℝ => f (slowIndicator η (s * p) (s * q)))
      (f₁ * (20 / 9 * q - (40 / 27 + 5 / 3 * η) * p)) 0 :=
    HasDerivAt.comp (h := fun s : ℝ => slowIndicator η (s * p) (s * q)) (0 : ℝ) hf'
      (slowIndicator_response η p q)
  exact (dh.fun_add (df.fun_mul (dh.const_sub H))).congr_deriv (by
    simp only [x0, a0, hh0, hf1]
    ring)

/-- With the amplitude `K f'(1) (H - 1)`, the first-order change of the exchange factor is
`10p/81` plus a multiple of `q - p/3`. -/
theorem exchangeFactor_response_corrected {f h : ℝ → ℝ} {f₁ : ℝ} (hf1 : f 1 = 0)
    (hf : HasDerivAt f f₁ 1) (hh0 : h 0 = 1) (hh : HasDerivAt h 1 0) (H η b p q : ℝ) :
    HasDerivAt (fun s : ℝ =>
        exchangeFactor f h H η (slopeConstant η * (f₁ * (H - 1))) b (s * p) (s * q))
      (10 / 81 * p + 20 / 9 * (f₁ * (H - 1)) * (q - p / 3)) 0 :=
  (exchangeFactor_response hf1 hf hh0 hh H η _ b p q).congr_deriv (by
    unfold slopeConstant
    ring)

/-- With the reduced Laplacian replaced by `p/3`, the exchange factor has the gradient
coefficient `10/81` if and only if the amplitude of the correction is `K f'(1) (H - 1)`. -/
theorem gradient_coefficient_iff {f h : ℝ → ℝ} {f₁ : ℝ} (hf1 : f 1 = 0)
    (hf : HasDerivAt f f₁ 1) (hh0 : h 0 = 1) (hh : HasDerivAt h 1 0) (H η c b : ℝ) :
    HasDerivAt (fun p : ℝ => exchangeFactor f h H η c b p (p / 3)) (10 / 81) 0
      ↔ c = slopeConstant η * (f₁ * (H - 1)) := by
  have e : (fun p : ℝ => exchangeFactor f h H η c b p (p / 3))
      = fun s : ℝ => exchangeFactor f h H η c b (s * 1) (s * (1 / 3)) := by
    funext s
    rw [mul_one, mul_one_div]
  have key := exchangeFactor_response hf1 hf hh0 hh H η c b 1 (1 / 3)
  rw [e]
  constructor
  · -- a function has only one derivative, which fixes the amplitude
    intro h2
    have h3 := h2.unique key
    unfold slopeConstant
    linear_combination (-1) * h3
  · intro hc
    exact key.congr_deriv (by
      rw [hc]
      unfold slopeConstant
      ring)

/-- The exchange factor with indicator `(1 - 20p/27)/(1 + 5ηp/3)` and correction amplitude
`K f'(1) (H - 1)` has the gradient coefficient `10/81`. -/
theorem exchange_gradient_coefficient {f h : ℝ → ℝ} {f₁ : ℝ} (hf1 : f 1 = 0)
    (hf : HasDerivAt f f₁ 1) (hh0 : h 0 = 1) (hh : HasDerivAt h 1 0) (H η b : ℝ) :
    HasDerivAt (fun p : ℝ =>
      h (gradientVariable (slopeConstant η * (f₁ * (H - 1))) b p) +
        f ((1 - 20 / 27 * p) / (1 + 5 / 3 * η * p)) *
          (H - h (gradientVariable (slopeConstant η * (f₁ * (H - 1))) b p)))
      (10 / 81) 0 := by
  have key := (gradient_coefficient_iff hf1 hf hh0 hh H η _ b).mpr rfl
  simpa only [exchangeFactor, slowIndicator_third] using key

/-- The resummed factor `1 + k - k/(1 + x/k)`, for `k ≠ 0` and `x ≠ -k`. -/
def resummedFactor (k x : ℝ) : ℝ := 1 + k - k / (1 + x / k)

/-- The resummed factor and the linear switching function `1 - α` have the values and slopes
required of `h` and `f`. -/
theorem exchange_gradient_coefficient_witness (k : ℝ) (hk : k ≠ 0) :
    (resummedFactor k 0 = 1 ∧ HasDerivAt (resummedFactor k) 1 0) ∧
      ((fun α : ℝ => 1 - α) 1 = 0 ∧ HasDerivAt (fun α : ℝ => 1 - α) (-1) 1) := by
  have hd : HasDerivAt (fun x : ℝ => 1 + x / k) (1 / k) 0 :=
    ((hasDerivAt_id' (0 : ℝ)).div_const k).const_add 1
  have hne : 1 + (0 : ℝ) / k ≠ 0 := by simp
  refine ⟨⟨by simp [resummedFactor], ?_⟩, by simp, (hasDerivAt_id' (1 : ℝ)).const_sub 1⟩
  exact (((hasDerivAt_const (0 : ℝ) k).fun_div hd hne).const_sub (1 + k)).congr_deriv
    (by simp [hk])

end RegularizedScanExchange
```

```lean
#print axioms RegularizedScanExchange.regIndicator_gradient_expansion
-- 'RegularizedScanExchange.regIndicator_gradient_expansion' depends on axioms: [propext, Classical.choice, Quot.sound]
#print axioms RegularizedScanExchange.exchangeFactor_response_corrected
-- 'RegularizedScanExchange.exchangeFactor_response_corrected' depends on axioms: [propext, Classical.choice, Quot.sound]
#print axioms RegularizedScanExchange.exchange_gradient_coefficient
-- 'RegularizedScanExchange.exchange_gradient_coefficient' depends on axioms: [propext, Classical.choice, Quot.sound]
```

## What the theorems say

All quantities are real numbers, and `f` and `h` are arbitrary functions from ℝ to ℝ. `regIndicator` is the indicator in terms of kinetic energy densities, and `slowIndicator` is α(p, q). `gradientVariable` is x(p), `exchangeFactor` is F, and `slopeConstant` is K. A statement `HasDerivAt g m a` says that g is differentiable at a with derivative m. The hypothesis `hf : HasDerivAt f f₁ 1` thus introduces f₁ as the slope of the switching function at α = 1.

The four conditions on `f` and `h` have direct physical meanings. The condition f(1) = 0 switches the single-orbital limit off in the uniform gas, and h(0) = 1 gives the uniform gas its own exchange energy. The slope h′(0) = 1 makes the linear coefficient of x the linear coefficient of h(x), and differentiability of f at 1 gives the leak a definite size.

`gradient_coefficient_iff` is the equivalence: with q = p/3, the derivative of F at p = 0 is 10/81 if and only if `c = slopeConstant η * (f₁ * (H - 1))`. `exchange_gradient_coefficient` inserts that amplitude and writes the indicator as (1 − 20p/27)/(1 + 5ηp/3). `exchangeFactor_response_corrected` is the formula with q free. There is no condition on the sign of η or b, because the denominator of the indicator is one at p = 0 and the exponential does not affect the first order.

## How the proof follows the derivation

`regIndicator_gradient_expansion` factors τ_U out of numerator and denominator and cancels it, which needs τ_U ≠ 0. `slowIndicator_third` does the arithmetic at q = p/3.

`slowIndicator_response` and `gradientVariable_response` are the two derivatives along the ray (sp, sq). The first uses the quotient rule `fun_div`, the second the product rule `fun_mul`. In both, `congr_deriv` replaces the raw output of the rule by the simplified slope.

`exchangeFactor_response` combines them. Its auxiliary facts `x0` and `a0` record that x = 0 and α = 1 at s = 0, so that the assumed derivatives of `h` and `f` apply there. `HasDerivAt.comp` is the chain rule, and `ring` collects the terms after the values of h(0) and f(1) have been inserted.

For the equivalence, the proof takes the ray with p = 1 and q = 1/3, so that s itself plays the role of p. In one direction it uses `unique`: a function has only one derivative at a point, so 10/81 must equal the computed slope, and this linear equation is solved for c. In the other direction the amplitude is inserted and the slope simplifies to 10/81.

`exchange_gradient_coefficient_witness` gives a concrete pair that meets the conditions: h(x) = 1 + k − k/(1 + x/k) with k ≠ 0, and f(α) = 1 − α, for which f₁ = −1. This linear f is a simple example and not the r²SCAN switching function.

## The physics taken as input

The coefficient 10/81 is the target and is written into x(p); it is not derived from the response of the electron gas. The gradient expansion of τ and the exact expression for τ_W in terms of p are likewise inserted as given. The integration by parts enters the file only through the substitution q = p/3, so the theorems concern the function F and not the exchange energy integral.

The result is of first order in p. It fixes nothing about fourth-order gradient terms, correlation, spin polarisation or the behaviour at large gradients. The large-gradient damping factor of the full functional is absent from `exchangeFactor`. To apply the theorems to a particular functional, one has to check the four conditions for its own f and h; with rounded polynomial coefficients, f(1) = 0 may hold only approximately. They also concern exact real arithmetic, so a particular implementation still needs a numerical test such as the one above.
